# As its parameter vanishes, the Kerker filter of a gapped symmetric operator removes only the kernel component

Before mixing densities in an SCF cycle for a periodic cell, I pass the residual r through a Kerker filter, which multiplies each plane-wave component by q²/(q² + q₀²). When I turn q₀ down, I expect the filter to leave everything alone except the uniform component, which it deletes however small q₀ is.

In operator form, let L be a real symmetric positive semidefinite matrix whose nonzero eigenvalues are all at least g > 0, let Q be the orthogonal projector onto its kernel, and let s > 0 play the part of q₀². The claim is

‖L(L + s)⁻¹r − (r − Qr)‖ ≤ s/(g + s) · ‖r‖,

so that L(L + s)⁻¹r → r − Qr as s → 0 from above. Can this be made rigorous, with a proof that a machine has checked?

## Yes, and the error is controlled by the part of r outside the kernel

The idea is to write r as (L + s)u, because the error then becomes a multiple of a single vector orthogonal to the kernel.

**The shifted operator is invertible.** If (L + s)u = 0 with u ≠ 0, then Lu = −su, so −s is a nonzero eigenvalue of L. The gap would require g ≤ −s < 0, which is impossible. In finite dimension an injective linear map from a space to itself is invertible, so every r equals (L + s)u for some u, and L(L + s)⁻¹r = Lu.

**The projector kills the range of L.** For k in the kernel, symmetry gives ⟨k, Lu⟩ = ⟨Lk, u⟩ = 0. Hence QLu = 0 and Qr = sQu.

**The error is a multiple of one vector.** Put w = u − Qu. It is orthogonal to the kernel, and Lw = Lu because LQu = 0. Therefore

r − Qr = Lu + su − sQu = (L + s)w,

L(L + s)⁻¹r − (r − Qr) = Lw − (L + s)w = −sw.

**The gap bounds w.** Take an orthonormal eigenbasis bᵢ with Lbᵢ = λᵢbᵢ, and let cᵢ = ⟨w, bᵢ⟩. If λᵢ = 0, then bᵢ lies in the kernel and cᵢ = 0; otherwise λᵢ ≥ g. So

⟨Lw, w⟩ = Σᵢ λᵢcᵢ² ≥ g Σᵢ cᵢ² = g‖w‖².

Adding s‖w‖² and using the Cauchy–Schwarz inequality,

(g + s)‖w‖² ≤ ⟨(L + s)w, w⟩ ≤ ‖(L + s)w‖ ‖w‖.

Dividing by ‖w‖ when w ≠ 0 gives (g + s)‖w‖ ≤ ‖r − Qr‖, which is trivial when w = 0. The error therefore satisfies

s‖w‖ ≤ s/(g + s) · ‖r − Qr‖ ≤ s/(g + s) · ‖r‖,

where the last step is Pythagoras, ‖r‖² = ‖Qr‖² + ‖r − Qr‖². Since s/(g + s) ≤ s/g, the error tends to 0 with s.

**The constant is attained when g is an eigenvalue.** If Lv = μv with v ≠ 0, then μ + s > 0 and (L + s)(v/(μ + s)) = v, so the filter multiplies v by μ/(μ + s). For μ = g we also have gQv = QLv = 0, so Qv = 0, and the error is

g/(g + s) · v − v = −s/(g + s) · v.

## Without symmetry the filtered residual can diverge

Let L(x₀, x₁) = (x₁, 0). Its only eigenvalue is 0, so the gap condition holds for every g, but L is not symmetric. For r = (0, 1) one finds

(L + s)⁻¹r = (−1/s², 1/s),

L(L + s)⁻¹r = (1/s, 0).

This grows without limit as s → 0, whereas r − Qr = (0, 1).

## The Lean file

```lean
import Mathlib

open Filter Topology

namespace VanishingKerker

noncomputable section

variable {E : Type*} [NormedAddCommGroup E] [InnerProductSpace ℝ E] [FiniteDimensional ℝ E]

/-- Every nonzero eigenvalue of `L` is at least `g`. -/
def HasGap {V : Type*} [AddCommGroup V] [Module ℝ V] (L : V →ₗ[ℝ] V) (g : ℝ) : Prop :=
  ∀ μ : ℝ, Module.End.HasEigenvalue L μ → μ ≠ 0 → g ≤ μ

/-- The Kerker filter `L (L + s)⁻¹` with parameter `s`. -/
def kerker (L : E →ₗ[ℝ] E) (s : ℝ) : E →ₗ[ℝ] E :=
  L * Ring.inverse (L + s • (1 : E →ₗ[ℝ] E))

/-- The orthogonal projector onto the kernel of `L`. -/
abbrev kernelProj (L : E →ₗ[ℝ] E) : E →L[ℝ] E := (LinearMap.ker L).starProjection

variable {L : E →ₗ[ℝ] E} {g s : ℝ}

/-- For a gapped operator and `s > 0` the shifted operator `L + s` is invertible. -/
theorem isUnit_shift (hgap : HasGap L g) (hg : 0 < g) (hs : 0 < s) :
    IsUnit (L + s • (1 : E →ₗ[ℝ] E)) := by
  rw [LinearMap.isUnit_iff_ker_eq_bot, LinearMap.ker_eq_bot']
  intro u hu
  by_contra hne
  have h1 : L u + s • u = 0 := hu
  have h2 : L u = (-s) • u := by rw [neg_smul]; exact eq_neg_of_add_eq_zero_left h1
  -- a null vector would make `-s` an eigenvalue of `L`
  have h3 := hgap (-s) (Module.End.hasEigenvalue_of_hasEigenvector
    ⟨Module.End.mem_eigenspace_iff.2 h2, hne⟩) (by linarith [hs] |> fun h : -s < 0 => h.ne)
  linarith

/-- The Kerker filter sends `(L + s) u` to `L u`. -/
theorem kerker_apply_shift (hgap : HasGap L g) (hg : 0 < g) (hs : 0 < s) (u : E) :
    kerker L s (L u + s • u) = L u := by
  have h := LinearMap.congr_fun (Ring.inverse_mul_cancel _ (isUnit_shift hgap hg hs)) u
  exact congrArg L h

/-- On an eigenvector of `L` with eigenvalue `μ` the Kerker filter acts as
multiplication by `μ / (μ + s)`. -/
theorem kerker_apply_eigenvector (hgap : HasGap L g) (hg : 0 < g) (hs : 0 < s)
    {μ : ℝ} {v : E} (hv : L v = μ • v) : kerker L s v = (μ / (μ + s)) • v := by
  by_cases hv0 : v = 0
  · rw [hv0, map_zero, smul_zero]
  have hne : μ + s ≠ 0 := by
    by_cases h0 : μ = 0
    · rw [h0, zero_add]; exact hs.ne'
    · have := hgap μ (Module.End.hasEigenvalue_of_hasEigenvector
        ⟨Module.End.mem_eigenspace_iff.2 hv, hv0⟩) h0
      have hpos : 0 < μ + s := by linarith
      exact hpos.ne'
  have h := kerker_apply_shift hgap hg hs ((μ + s)⁻¹ • v)
  have e : (μ + s)⁻¹ • μ • v + s • (μ + s)⁻¹ • v = v := by
    have h1 : (μ + s)⁻¹ * μ + s * (μ + s)⁻¹ = 1 := by
      linear_combination inv_mul_cancel₀ hne
    rw [smul_smul, smul_smul, ← add_smul, h1, one_smul]
  rw [map_smul, hv, e] at h
  rw [h, smul_smul]
  congr 1
  ring

/-- For symmetric `L` the kernel projector annihilates the range of `L`. -/
theorem kernelProj_apply_range (hL : L.IsSymmetric) (u : E) : kernelProj L (L u) = 0 := by
  have hx : L u ∈ (LinearMap.ker L)ᗮ := by
    rw [Submodule.mem_orthogonal]
    intro k hk
    rw [← hL k u, LinearMap.mem_ker.1 hk, inner_zero_left]
  have hm : kernelProj L (L u) ∈ (LinearMap.ker L)ᗮ := by
    have h := Submodule.sub_mem _ hx
      (Submodule.sub_starProjection_mem_orthogonal (K := LinearMap.ker L) (L u))
    rwa [sub_sub_cancel] at h
  exact inner_self_eq_zero (𝕜 := ℝ).1 ((Submodule.mem_orthogonal _ _).1 hm _
    (Submodule.starProjection_apply_mem _ _))

/-- On the orthogonal complement of the kernel the quadratic form of `L` is at least
`g` times the squared norm. -/
theorem gap_coercive (hL : L.IsSymmetric) (hgap : HasGap L g) {w : E}
    (hw : w ∈ (LinearMap.ker L)ᗮ) : g * ‖w‖ ^ 2 ≤ inner ℝ (L w) w := by
  obtain ⟨b, lam, hb⟩ : ∃ (b : OrthonormalBasis (Fin (Module.finrank ℝ E)) ℝ E)
      (lam : Fin (Module.finrank ℝ E) → ℝ), ∀ i, L (b i) = lam i • b i :=
    ⟨hL.eigenvectorBasis rfl, hL.eigenvalues rfl, fun i => hL.apply_eigenvectorBasis rfl i⟩
  -- expand both sides in the eigenbasis and compare term by term
  rw [← real_inner_self_eq_norm_sq, ← b.sum_inner_mul_inner w w,
    ← b.sum_inner_mul_inner (L w) w, Finset.mul_sum]
  apply Finset.sum_le_sum
  intro i _
  have h1 : inner ℝ (L w) (b i) = lam i * inner ℝ w (b i) := by
    rw [hL w (b i), hb i, inner_smul_right]
  have h2 : inner ℝ (b i) w = inner ℝ w (b i) := real_inner_comm _ _
  by_cases h0 : lam i = 0
  · have h3 : inner ℝ (b i) w = 0 := (Submodule.mem_orthogonal _ _).1 hw _
      (by rw [LinearMap.mem_ker, hb i, h0, zero_smul])
    rw [h3, mul_zero, mul_zero, mul_zero]
  · have h3 := hgap (lam i) (Module.End.hasEigenvalue_of_hasEigenvector
      ⟨Module.End.mem_eigenspace_iff.2 (hb i), b.orthonormal.ne_zero i⟩) h0
    rw [h1, h2]
    nlinarith [mul_nonneg (sub_nonneg.2 h3) (mul_self_nonneg (inner ℝ w (b i)))]

/-- The deviation of the Kerker-filtered residual from `r - Q r` is at most
`s / (g + s)` times the norm of `r - Q r`. -/
theorem kerker_error_le_range (hL : L.IsSymmetric) (hgap : HasGap L g) (hg : 0 < g)
    (hs : 0 < s) (r : E) :
    ‖kerker L s r - (r - kernelProj L r)‖ ≤ s / (g + s) * ‖r - kernelProj L r‖ := by
  obtain ⟨u, rfl⟩ : ∃ u, L u + s • u = r :=
    ⟨_, LinearMap.congr_fun (Ring.mul_inverse_cancel _ (isUnit_shift hgap hg hs)) r⟩
  rw [kerker_apply_shift hgap hg hs]
  have hQ : kernelProj L (L u + s • u) = s • kernelProj L u := by
    rw [map_add, map_smul, kernelProj_apply_range hL, zero_add]
  have hk : L (kernelProj L u) = 0 :=
    LinearMap.mem_ker.1 (Submodule.starProjection_apply_mem _ _)
  obtain ⟨w, hw⟩ : ∃ w, w = u - kernelProj L u := ⟨_, rfl⟩
  have hwm : w ∈ (LinearMap.ker L)ᗮ := by
    rw [hw]; exact Submodule.sub_starProjection_mem_orthogonal u
  have hLw : L w = L u := by rw [hw, map_sub, hk, sub_zero]
  -- the error is `-s w`, while `r - Q r = (L + s) w`
  have e1 : L u - (L u + s • u - s • kernelProj L u) = -(s • w) := by rw [hw]; module
  have e2 : L u + s • u - s • kernelProj L u = L w + s • w := by rw [hLw, hw]; module
  rw [hQ, e1, e2, norm_neg, norm_smul, Real.norm_of_nonneg hs.le]
  have key : (g + s) * ‖w‖ ≤ ‖L w + s • w‖ := by
    have h1 := gap_coercive hL hgap hwm
    have h2 := real_inner_le_norm (L w + s • w) w
    rw [inner_add_left, real_inner_smul_left, real_inner_self_eq_norm_sq] at h2
    rcases (norm_nonneg w).eq_or_lt with h0 | h0
    · rw [← h0, mul_zero]; exact norm_nonneg _
    · refine le_of_mul_le_mul_right ?_ h0
      nlinarith
  rw [div_mul_eq_mul_div, le_div_iff₀ (by linarith)]
  nlinarith [mul_le_mul_of_nonneg_left key hs.le]

/-- The Kerker-filtered residual differs from the residual without its kernel component
by at most `s / (g + s)` times the norm of the residual. -/
theorem kerker_error_le (hL : L.IsSymmetric) (hgap : HasGap L g) (hg : 0 < g)
    (hs : 0 < s) (r : E) :
    ‖kerker L s r - (r - kernelProj L r)‖ ≤ s / (g + s) * ‖r‖ := by
  refine (kerker_error_le_range hL hgap hg hs r).trans ?_
  have hle : ‖r - kernelProj L r‖ ≤ ‖r‖ := by
    have h1 : inner ℝ (kernelProj L r) (r - kernelProj L r) = 0 :=
      (Submodule.mem_orthogonal _ _).1 (Submodule.sub_starProjection_mem_orthogonal r) _
        (Submodule.starProjection_apply_mem _ _)
    -- Pythagoras for the kernel component and the rest
    have h2 := norm_add_sq_real (kernelProj L r) (r - kernelProj L r)
    rw [h1, add_sub_cancel] at h2
    by_contra h
    have h3 := lt_of_not_ge h
    nlinarith [norm_nonneg r, sq_nonneg ‖kernelProj L r‖]
  exact mul_le_mul_of_nonneg_left hle (div_nonneg hs.le (by linarith))

/-- As the Kerker parameter tends to zero from above, the filtered residual tends to the
residual without its kernel component. -/
theorem kerker_tendsto (hL : L.IsSymmetric) (hgap : HasGap L g) (hg : 0 < g) (r : E) :
    Tendsto (fun s : ℝ => kerker L s r) (𝓝[>] 0) (𝓝 (r - kernelProj L r)) := by
  rw [tendsto_iff_norm_sub_tendsto_zero]
  have c : Continuous fun s : ℝ => s / g * ‖r‖ := by fun_prop
  have t : Tendsto (fun s : ℝ => s / g * ‖r‖) (𝓝[>] 0) (𝓝 (0 / g * ‖r‖)) :=
    (c.tendsto 0).mono_left nhdsWithin_le_nhds
  rw [zero_div, zero_mul] at t
  refine squeeze_zero' (Eventually.of_forall fun s => norm_nonneg _) ?_ t
  filter_upwards [self_mem_nhdsWithin] with s hs
  have hs' : 0 < s := hs
  refine (kerker_error_le hL hgap hg hs' r).trans ?_
  gcongr
  linarith

/-- For an eigenvector of `L` with eigenvalue `g` the error bound is an equality. -/
theorem kerker_error_sharp (hL : L.IsSymmetric) (hgap : HasGap L g) (hg : 0 < g)
    (hs : 0 < s) {v : E} (hv : L v = g • v) :
    ‖kerker L s v - (v - kernelProj L v)‖ = s / (g + s) * ‖v‖ := by
  have hQ : kernelProj L v = 0 := by
    have h := kernelProj_apply_range hL v
    rw [hv, map_smul] at h
    exact (smul_eq_zero.1 h).resolve_left hg.ne'
  have hpos : 0 < g + s := by linarith
  have e : g / (g + s) - 1 = -(s / (g + s)) := by
    field_simp
    ring
  have e' : (g / (g + s)) • v - v = (g / (g + s) - 1) • v := by module
  rw [kerker_apply_eigenvector hgap hg hs hv, hQ, sub_zero, e', e, norm_smul, norm_neg,
    Real.norm_of_nonneg (div_nonneg hs.le hpos.le)]

/-- The Laplacian of two coupled sites, `(x₀, x₁) ↦ (x₀ - x₁, x₁ - x₀)`. -/
def twoSite : EuclideanSpace ℝ (Fin 2) →ₗ[ℝ] EuclideanSpace ℝ (Fin 2) where
  toFun x := !₂[x 0 - x 1, x 1 - x 0]
  map_add' x y := by ext i; fin_cases i <;> simp <;> ring
  map_smul' c x := by ext i; fin_cases i <;> simp <;> ring

/-- The two-site Laplacian is symmetric, its nonzero eigenvalues are at least `2`, and it
annihilates the uniform vector `(1, 1)`. -/
theorem twoSite_witness :
    twoSite.IsSymmetric ∧ HasGap twoSite 2 ∧ twoSite !₂[1, 1] = 0 := by
  refine ⟨?_, ?_, ?_⟩
  · intro x y
    simp [twoSite, PiLp.inner_apply, Fin.sum_univ_two]
    ring
  · intro μ hμ h0
    obtain ⟨v, hv⟩ := hμ.exists_hasEigenvector
    have e := hv.apply_eq_smul
    have e0 : v 0 - v 1 = μ * v 0 := by
      simpa [twoSite] using congrArg (fun x : EuclideanSpace ℝ (Fin 2) => x 0) e
    have e1 : v 1 - v 0 = μ * v 1 := by
      simpa [twoSite] using congrArg (fun x : EuclideanSpace ℝ (Fin 2) => x 1) e
    have hm : μ * (v 0 + v 1) = 0 := by linear_combination -e0 - e1
    have hsum := (mul_eq_zero.1 hm).resolve_left h0
    have h2 : (2 - μ) * v 0 = 0 := by linear_combination e0 + hsum
    rcases mul_eq_zero.1 h2 with h | h
    · linarith
    · exact absurd (by ext i; fin_cases i <;> simp <;> linarith) hv.2
  · ext i
    fin_cases i <;> simp [twoSite]

end

end VanishingKerker
```

```lean
#print axioms VanishingKerker.kerker_tendsto
#print axioms VanishingKerker.kerker_error_sharp
```

```
'VanishingKerker.kerker_tendsto' depends on axioms: [propext, Classical.choice, Quot.sound]
'VanishingKerker.kerker_error_sharp' depends on axioms: [propext, Classical.choice, Quot.sound]
```

## What the theorems say about a residual

The residual is a vector `r` in `E`, a finite-dimensional real inner product space, such as real density values on a grid. The operator is a linear map `L`, and `L.IsSymmetric` says ⟨Lx, y⟩ = ⟨x, Ly⟩. The condition `HasGap L g` says that every nonzero eigenvalue is at least g. With g > 0 this excludes negative eigenvalues, so positive semidefiniteness needs no separate hypothesis.

The filter `kerker L s` is L composed with `Ring.inverse` of L + s. That function returns 0 for a non-invertible operator, a case that `isUnit_shift` rules out for s > 0. The projector Q is `kernelProj L`.

The bound you asked for is `kerker_error_le`; `kerker_error_le_range` is the sharper version with ‖r − Qr‖ on the right. In `kerker_tendsto`, the symbol `𝓝[>] 0` means that s approaches 0 through positive values. The equality for eigenvalue g is `kerker_error_sharp`.

For your plane-wave filter, L is −∇² acting on the real functions built from finitely many plane waves, s is q₀², and g is the smallest nonzero q² in the cell. The gap thus stands for the finite size of the cell: in a longer cell g is smaller, and q₀ must be smaller too for the same guaranteed accuracy. For a fixed finite cell and one application of the filter, the result says that SCF mixing with small q₀ approaches plain mixing of the residual with its average removed. If the input and output densities hold the same number of electrons, that average is already zero and the limit is plain mixing itself. The result does not address the convergence of the SCF iteration, an infinite-dimensional function space or a gap that closes as the cell grows.

The file also contains a small instance, `twoSite`, the Laplacian (x₀, x₁) ↦ (x₀ − x₁, x₁ − x₀) of two coupled sites. `twoSite_witness` shows that it satisfies the hypotheses with g = 2 and annihilates (1, 1), whose normalised form is (1, 1)/√2. By hand, the filter gives

L(L + s)⁻¹r = 2/(2 + s) · ((r₀ − r₁)/2, (r₁ − r₀)/2),

which tends to r with its average subtracted from each site.

## How the Lean proof follows the derivation

`isUnit_shift` reduces invertibility to a trivial kernel and turns a null vector into the forbidden eigenvalue −s. `kerker_apply_shift` then records that the filter sends (L + s)u to Lu, and `kerker_apply_eigenvector` applies this to v/(μ + s).

`kernelProj_apply_range` shows that QLu lies both in the kernel and in its orthogonal complement, so its inner product with itself is zero. `gap_coercive` expands ⟨Lw, w⟩ and ‖w‖² in the eigenbasis supplied by Mathlib and compares the sums term by term, treating λᵢ = 0 and λᵢ ≠ 0 separately.

The central argument is in `kerker_error_le_range`. Its first `obtain` replaces r by (L + s)u. The equations `e1` and `e2` are the two identities for the error and for r − Qr, with the vector algebra done by `module`. The inequality `key` is (g + s)‖w‖ ≤ ‖(L + s)w‖, obtained from `gap_coercive` and Cauchy–Schwarz, with the case w = 0 handled separately.

`kerker_error_le` adds Pythagoras. `kerker_tendsto` squeezes the error between 0 and (s/g)‖r‖, and `kerker_error_sharp` combines the eigenvector formula with Qv = 0.

For the two-site gap, `twoSite_witness` adds the two components of the eigenvalue equation to get μ(v₀ + v₁) = 0. With μ ≠ 0 this gives v₁ = −v₀, and the first component becomes (2 − μ)v₀ = 0. Either μ = 2, or v = 0, which an eigenvector cannot be.
